# Yang's rational R-matrix: the Yang–Baxter equation from the permutation relations

## Definitions and conventions

Let $K$ be a commutative ring of scalars and $A$ an associative $K$-algebra with unit $1$, in general noncommutative. A scalar $c \in K$ standing alone in a formula for an element of $A$ means $c \cdot 1$. For $s \in A$ and $u \in K$, called the spectral parameter, define

$$R(s,u) = 1 + u s, \qquad L(s,u) = u + s .$$

When $s$ is the exchange of two labels, the first is the braid form and the second the vertex form of Yang's rational R-matrix. The same names are kept here for general $s$. For two elements $s_1, s_2 \in A$ write $R_i(u) = R(s_i,u)$ and $t = s_1 s_2 s_1$. The relations of interest are

$$s_1^2 = s_2^2 = 1, \qquad s_1 s_2 s_1 = s_2 s_1 s_2 ,$$

the second being the braid relation. They are the defining relations of the permutation group of three objects, with $s_1$ exchanging 1 and 2, $s_2$ exchanging 2 and 3, and $t$ exchanging 1 and 3.

## The claim

Under these relations, for all $u, v \in K$,

$$R_1(u)R_2(u+v)R_1(v) = R_2(v)R_1(u+v)R_2(u), \qquad R_i(u)R_i(-u) = 1 - u^2 \quad (i = 1,2).$$

The first equation is the Yang–Baxter equation in braid form and the second is the inversion relation. Four further statements accompany them. If 2 is invertible in $K$, the Yang–Baxter equation holds for all $u, v$ exactly when $s_1^2 = s_2^2$ and the braid relation holds. The vertex form obeys $(u+s_1)(u+v+t)(v+s_2) = (v+s_2)(u+v+t)(u+s_1)$. Over $\mathbb{C}$, for a self-adjoint $s$ with $s^2 = 1$ and real $\theta$, the operator $S(\theta) = (1 + i\theta s)/(1 + i\theta)$ is unitary. The exchange operators of three labelled particles realise the relations, and do not commute once there are two labels and $1 \neq 0$ in $K$.

For identical particles with an internal label such as spin, moving in one dimension with a label-independent delta-function interaction, the two-body operator that relates, at a fixed spatial order of the particles, Bethe-ansatz amplitudes differing by an exchange of two neighbouring momenta is $-S(\theta)$. Here $s$ is the exchange of the two labels for fermions and minus that exchange for bosons, and $\theta$ is proportional to the momentum difference divided by the coupling. Multiplying $S(\theta)$ by $s$ gives $(i\theta + s)/(1 + i\theta)$, the normalised vertex form, which is the scattering matrix in transmission form, and the Yang–Baxter equation says that the two orders of resolving a three-body collision into two-body collisions agree.

## Derivation by hand

### The defect and the main result

Let $w \in K$ be the middle parameter. Expanding without any assumption on $s_1, s_2$ and keeping the order of factors,

$$R_1(u)R_2(w)R_1(v) = 1 + (u+v)s_1 + w s_2 + uv\,s_1^2 + uw\,s_1 s_2 + vw\,s_2 s_1 + uvw\,s_1 s_2 s_1,$$

$$R_2(v)R_1(w)R_2(u) = 1 + w s_1 + (u+v)s_2 + uv\,s_2^2 + uw\,s_1 s_2 + vw\,s_2 s_1 + uvw\,s_2 s_1 s_2 .$$

The mixed quadratic terms agree. The linear terms differ by $(u+v-w)(s_1 - s_2)$, which vanishes at $w = u+v$. What remains is the defect

$$R_1(u)R_2(u+v)R_1(v) - R_2(v)R_1(u+v)R_2(u) = uv\,(s_1^2 - s_2^2) + uv(u+v)\,(s_1 s_2 s_1 - s_2 s_1 s_2).$$

Both brackets vanish under the relations. For the inversion relation, $(1+us)(1-us) = 1 - us + us - u^2 s^2 = 1 - u^2 s^2$, which is $1 - u^2$ when $s^2 = 1$.

It is easy to forget that $u$ and $v$ change places on the right-hand side. With $R_2(u)R_1(u+v)R_2(v)$ there instead, the coefficients of $s_1 s_2$ and $s_2 s_1$ are swapped and the difference acquires the term $(u+v)(u-v)(s_1 s_2 - s_2 s_1)$, which the relations do not remove.

### The converse

Suppose the defect vanishes for all $u, v$. At $(u,v) = (1,-1)$ it equals $-(s_1^2 - s_2^2)$, so $s_1^2 = s_2^2$. At $(u,v) = (1,1)$ it equals $(s_1^2 - s_2^2) + 2(s_1 s_2 s_1 - s_2 s_1 s_2)$, so twice the cubic bracket is zero, and multiplying by an inverse of 2 gives the braid relation. The opposite direction uses only $s_1^2 = s_2^2$, not the common value 1.

### The vertex form

Products of two different exchanges reduce:

$$t s_2 = s_2 s_1 s_2 s_2 = s_2 s_1, \quad s_1 t = s_1 s_1 s_2 s_1 = s_2 s_1, \quad t s_1 = s_1 s_2 s_1 s_1 = s_1 s_2, \quad s_2 t = s_2 s_2 s_1 s_2 = s_1 s_2 .$$

Hence also $s_1 t s_2 = s_1 s_2 s_1 = s_2 s_1 s_2 = s_2 t s_1$. With $w = u+v$,

$$(u+s_1)(w+t)(v+s_2) = uvw + vw\,s_1 + uw\,s_2 + uv\,t + w\,s_1 s_2 + u\,t s_2 + v\,s_1 t + s_1 t s_2,$$

$$(v+s_2)(w+t)(u+s_1) = uvw + vw\,s_1 + uw\,s_2 + uv\,t + w\,s_2 s_1 + u\,s_2 t + v\,t s_1 + s_2 t s_1 .$$

Splitting $w = u + v$, the difference is

$$u(t s_2 - s_2 s_1) + v(s_1 t - s_2 s_1) - v(t s_1 - s_1 s_2) - u(s_2 t - s_1 s_2) + (s_1 t s_2 - s_2 t s_1),$$

and each bracket is zero.

### Unitarity

Put $z = i\theta$, so that $\bar z = -z$, and $1 \pm z \neq 0$ because the real part is 1. With $s^\dagger = s$ one has $R(s,z)^\dagger = R(s,-z)$, so $S(\theta)^\dagger = (1-z)^{-1}R(s,-z)$. The inversion relation at $-z$ and at $z$ gives

$$S^\dagger S = S S^\dagger = \frac{1 - z^2}{(1-z)(1+z)} = 1 .$$

### Three particles

Let $n$ be a set of labels and $\psi(x_1,x_2,x_3) \in K$ a wave function with $x_1, x_2, x_3 \in n$. Define

$$(P_{12}\psi)(x_1,x_2,x_3) = \psi(x_2,x_1,x_3), \quad (P_{23}\psi)(x_1,x_2,x_3) = \psi(x_1,x_3,x_2), \quad (P_{13}\psi)(x_1,x_2,x_3) = \psi(x_3,x_2,x_1).$$

Exchanging twice restores the arguments, so $P_{12}^2 = P_{23}^2 = 1$. Writing $x = (x_1,x_2,x_3)$,

$$(P_{12}P_{23}\psi)(x) = (P_{23}\psi)(x_2,x_1,x_3) = \psi(x_2,x_3,x_1), \qquad (P_{23}P_{12}\psi)(x) = (P_{12}\psi)(x_1,x_3,x_2) = \psi(x_3,x_1,x_2).$$

Then $(P_{12}P_{23}P_{12}\psi)(x) = (P_{23}P_{12}\psi)(x_2,x_1,x_3) = \psi(x_3,x_2,x_1)$ and $(P_{23}P_{12}P_{23}\psi)(x) = (P_{12}P_{23}\psi)(x_1,x_3,x_2) = \psi(x_3,x_2,x_1)$, so both triple products equal $P_{13}$. For labels $a \neq b$ take $\psi(x) = 1$ if $x_1 = a$ and $0$ otherwise. At $x = (a,a,b)$, $P_{12}P_{23}\psi$ has the value $\psi(a,b,a) = 1$ and $P_{23}P_{12}\psi$ the value $\psi(b,a,a) = 0$. With $R_{ij}(u) = u + P_{ij}$ the vertex form becomes

$$R_{12}(u)R_{13}(u+v)R_{23}(v) = R_{23}(v)R_{13}(u+v)R_{12}(u).$$

## The formal development

The scalars form a `CommRing K`, the operators a `Ring A`, whose multiplication need not commute, and `Algebra K A` supplies the scalar action `•`, which commutes with products. No dimension, norm or topology is assumed.

```lean
import Mathlib

open Complex

namespace YangRationalRMatrix

noncomputable section

variable {K A : Type*} [CommRing K] [Ring A] [Algebra K A]
```

The definitions `yangR` and `yangL` are $R(s,u)$ and $L(s,u)$. The scalar $u$ inside $A$ is written `u • (1 : A)`.

```lean
/-- Yang's rational R-matrix in braid form, `R(u) = 1 + u s`, for an arbitrary element `s` of the algebra
and spectral parameter `u`. -/
def yangR (s : A) (u : K) : A := 1 + u • s

/-- Yang's rational R-matrix in vertex form, `u + s`. -/
def yangL (s : A) (u : K) : A := u • (1 : A) + s
```

The defect identity has no hypotheses on `s₁` and `s₂`. The `simp only` call performs the expansion: it distributes products over sums, pulls scalars to the front with `smul_mul_assoc` and `mul_smul_comm`, and brackets every monomial to the right with `mul_assoc`. The tactic `module` then treats each monomial as an independent vector and compares scalar coefficients in the commutative ring `K`, which is the comparison of the two expansions above.

```lean
/-- For arbitrary `s₁, s₂` the two sides of the Yang-Baxter equation differ by
`uv (s₁² - s₂²) + uv(u+v) (s₁s₂s₁ - s₂s₁s₂)`. -/
theorem yang_baxter_defect (s₁ s₂ : A) (u v : K) :
    yangR s₁ u * yangR s₂ (u + v) * yangR s₁ v - yangR s₂ v * yangR s₁ (u + v) * yangR s₂ u
      = (u * v) • (s₁ * s₁ - s₂ * s₂)
        + (u * v * (u + v)) • (s₁ * s₂ * s₁ - s₂ * s₁ * s₂) := by
  simp only [yangR, add_mul, mul_add, smul_mul_assoc, mul_smul_comm, one_mul, mul_one,
    mul_assoc]
  module
```

The inversion lemma follows the same pattern, with `hs` replacing $s^2$ by 1 during the expansion. Its right-hand side is the scalar `1 - u ^ 2` times the identity. Nothing is said about invertibility: at $u = \pm 1$ the statement is that the product vanishes.

```lean
/-- Inversion relation: if `s² = 1` then `R(u) R(-u) = 1 - u²`. -/
theorem yangR_mul_neg {s : A} (hs : s * s = 1) (u : K) :
    yangR s u * yangR s (-u) = (1 - u ^ 2) • (1 : A) := by
  simp only [yangR, add_mul, mul_add, smul_mul_assoc, mul_smul_comm, one_mul, mul_one, hs]
  module
```

The main theorem takes `h₁`, `h₂` and `hbr` as the three relations and returns the Yang–Baxter equation together with both inversion relations, for arbitrary `u v : K`. The proof rewrites the equation as a vanishing difference, substitutes the defect, and finds both brackets equal to zero.

```lean
/-- If `s₁² = s₂² = 1` and `s₁s₂s₁ = s₂s₁s₂`, then
`R₁(u) R₂(u+v) R₁(v) = R₂(v) R₁(u+v) R₂(u)` and `Rᵢ(u) Rᵢ(-u) = 1 - u²` for `i = 1, 2`. -/
theorem yang_baxter {s₁ s₂ : A} (h₁ : s₁ * s₁ = 1) (h₂ : s₂ * s₂ = 1)
    (hbr : s₁ * s₂ * s₁ = s₂ * s₁ * s₂) (u v : K) :
    yangR s₁ u * yangR s₂ (u + v) * yangR s₁ v = yangR s₂ v * yangR s₁ (u + v) * yangR s₂ u
      ∧ yangR s₁ u * yangR s₁ (-u) = (1 - u ^ 2) • (1 : A)
      ∧ yangR s₂ u * yangR s₂ (-u) = (1 - u ^ 2) • (1 : A) := by
  refine ⟨?_, yangR_mul_neg h₁ u, yangR_mul_neg h₂ u⟩
  -- both terms of the defect vanish
  rw [← sub_eq_zero, yang_baxter_defect, h₁, h₂, hbr, sub_self, sub_self, smul_zero,
    smul_zero, add_zero]
```

In the equivalence, `h2 : IsUnit (2 : K)` says that 2 has an inverse among the scalars, as it does in $\mathbb{R}$ and $\mathbb{C}$. The statement characterises when the ansatz $1 + u s_i$ solves the equation; solutions with another dependence on the spectral parameter do not enter. The steps `hsq` and `hcub` are the evaluations at $(1,-1)$ and $(1,1)$. The `calc` block inserts `c * 2`, where `c` is a left inverse of 2, to pass from twice the cubic bracket to the bracket itself.

```lean
/-- When 2 is invertible among the scalars, the Yang-Baxter equation holds for all spectral
parameters exactly when `s₁² = s₂²` and `s₁s₂s₁ = s₂s₁s₂`. -/
theorem yang_baxter_iff (h2 : IsUnit (2 : K)) (s₁ s₂ : A) :
    (∀ u v : K, yangR s₁ u * yangR s₂ (u + v) * yangR s₁ v
        = yangR s₂ v * yangR s₁ (u + v) * yangR s₂ u)
      ↔ s₁ * s₁ = s₂ * s₂ ∧ s₁ * s₂ * s₁ = s₂ * s₁ * s₂ := by
  constructor
  · intro h
    -- at u + v = 0 only the quadratic defect survives
    have hsq : s₁ * s₁ = s₂ * s₂ := by
      linear_combination (norm := module) yang_baxter_defect s₁ s₂ (1 : K) (-1) - h 1 (-1)
    -- at u = v = 1 the cubic defect appears with coefficient 2
    have hcub : (2 : K) • (s₁ * s₂ * s₁ - s₂ * s₁ * s₂) = 0 := by
      linear_combination (norm := module) h 1 1 - yang_baxter_defect s₁ s₂ (1 : K) 1 - hsq
    obtain ⟨c, hc⟩ := h2.exists_left_inv
    refine ⟨hsq, sub_eq_zero.mp ?_⟩
    calc s₁ * s₂ * s₁ - s₂ * s₁ * s₂
        = (c * 2) • (s₁ * s₂ * s₁ - s₂ * s₁ * s₂) := by rw [hc, one_smul]
      _ = 0 := by rw [mul_smul, hcub, smul_zero]
  · rintro ⟨hsq, hbr⟩ u v
    rw [← sub_eq_zero, yang_baxter_defect, hsq, hbr, sub_self, sub_self, smul_zero,
      smul_zero, add_zero]
```

The combination `linear_combination (norm := module)` is worth reusing for identities in noncommutative algebras. One supplies known equations with scalar coefficients, and Lean checks that the goal minus this combination vanishes as an identity between vectors over `K`. The default normaliser `ring1` works with commutative multiplication and does not serve for `A`, whereas `module` needs commutativity only of the coefficients. Since `module` does not reassociate products, a monomial has to be bracketed the same way in the goal and in the supplied equations.

The vertex form shows this at work. The hypotheses are the same three relations, and `s₁ * s₂ * s₁` stands in the middle factor. The first two lines replace that product by a fresh variable `t`, remembered through `ht`, so that the expansion does not open it up. The equations `a`, `b`, `c`, `d` are the four reductions, and `e` is the cubic one, written as `s₁ * (t * s₂) = s₂ * (t * s₁)` to match the right-bracketed form that `simp only` produces. The final combination `u • a + v • b - v • c - u • d + e` is term by term the difference displayed above.

```lean
/-- Vertex form of the Yang-Baxter equation: under the same relations, with `t = s₁s₂s₁`,
`(u + s₁)(u + v + t)(v + s₂) = (v + s₂)(u + v + t)(u + s₁)`. -/
theorem yang_baxter_vertex {s₁ s₂ : A} (h₁ : s₁ * s₁ = 1) (h₂ : s₂ * s₂ = 1)
    (hbr : s₁ * s₂ * s₁ = s₂ * s₁ * s₂) (u v : K) :
    yangL s₁ u * yangL (s₁ * s₂ * s₁) (u + v) * yangL s₂ v
      = yangL s₂ v * yangL (s₁ * s₂ * s₁) (u + v) * yangL s₁ u := by
  obtain ⟨t, ht⟩ : ∃ t, t = s₁ * s₂ * s₁ := ⟨_, rfl⟩
  rw [← ht]
  -- products of t with s₁ or s₂ reduce to s₂ * s₁ or s₁ * s₂
  have a : t * s₂ = s₂ * s₁ := by rw [ht, hbr, mul_assoc (s₂ * s₁), h₂, mul_one]
  have b : s₁ * t = s₂ * s₁ := by rw [ht, ← mul_assoc, ← mul_assoc, h₁, one_mul]
  have c : t * s₁ = s₁ * s₂ := by rw [ht, mul_assoc (s₁ * s₂), h₁, mul_one]
  have d : s₂ * t = s₁ * s₂ := by rw [ht, hbr, ← mul_assoc, ← mul_assoc, h₂, one_mul]
  have e : s₁ * (t * s₂) = s₂ * (t * s₁) := by rw [a, c, ← mul_assoc, ← mul_assoc, hbr]
  simp only [yangL, add_mul, mul_add, smul_mul_assoc, mul_smul_comm, one_mul, mul_one,
    mul_assoc]
  linear_combination (norm := module) u • a + v • b - v • c - u • d + e
```

For unitarity the scalars are complex and the algebra is called `B`. The definition `yangS` is $S(\theta)$, with `θ : ℝ` cast into $\mathbb{C}$ and `I` the imaginary unit.

```lean
/-- The normalised R-matrix at imaginary spectral parameter,
`S(θ) = (1 + iθ s) / (1 + iθ)` with real `θ`. -/
def yangS {B : Type*} [Ring B] [Algebra ℂ B] (s : B) (θ : ℝ) : B :=
  (1 + (θ : ℂ) * I)⁻¹ • yangR s ((θ : ℂ) * I)
```

The adjoint is `star`. `StarRing B` makes it an additive involution that reverses products, and `StarModule ℂ B` makes it conjugate the scalars; complex square matrices with the conjugate transpose are an example. Unitarity is the purely algebraic pair of equations $S^\dagger S = 1$ and $S S^\dagger = 1$. In the proof, `hc`, `hp` and `hm` record $\bar z = -z$ and $1 \pm z \neq 0$, after which `generalize` forgets $\theta$ and keeps only `z` with these properties. Then `hR` and `hinv` are the adjoints of the operator and of the prefactor, `e₁` and `e₂` are the inversion relation in the two orders, and `k₁`, `k₂` cancel the scalars.

```lean
/-- For a self-adjoint `s` with `s² = 1` and real `θ`, the operator `S(θ)` is unitary:
`S† S = 1` and `S S† = 1`. -/
theorem yangS_unitary {B : Type*} [Ring B] [Algebra ℂ B] [StarRing B] [StarModule ℂ B]
    {s : B} (hsa : star s = s) (hs : s * s = 1) (θ : ℝ) :
    star (yangS s θ) * yangS s θ = 1 ∧ yangS s θ * star (yangS s θ) = 1 := by
  have hc : star ((θ : ℂ) * I) = -((θ : ℂ) * I) := by simp
  have hp : 1 + (θ : ℂ) * I ≠ 0 := fun h => by simpa using congrArg Complex.re h
  have hm : 1 - (θ : ℂ) * I ≠ 0 := fun h => by simpa using congrArg Complex.re h
  unfold yangS
  generalize (θ : ℂ) * I = z at hc hp hm ⊢
  -- the adjoint reverses the sign of the imaginary spectral parameter
  have hR : star (yangR s z) = yangR s (-z) := by
    simp only [yangR, star_add, star_one, star_smul, hc, hsa]
  have hinv : star (1 + z)⁻¹ = (1 - z)⁻¹ := by
    rw [star_inv₀, star_add, star_one, hc, sub_eq_add_neg]
  have e₁ := yangR_mul_neg hs z
  have e₂ := yangR_mul_neg hs (-z)
  rw [neg_neg, neg_sq] at e₂
  have k₁ : (1 - z)⁻¹ * (1 + z)⁻¹ * (1 - z ^ 2) = 1 := by
    rw [show 1 - z ^ 2 = (1 + z) * (1 - z) by ring]
    field_simp
  have k₂ : (1 + z)⁻¹ * (1 - z)⁻¹ * (1 - z ^ 2) = 1 := by
    rw [mul_comm (1 + z)⁻¹, k₁]
  rw [star_smul, hR, hinv]
  constructor
  · rw [smul_mul_assoc, mul_smul_comm, e₂, smul_smul, smul_smul, k₁, one_smul]
  · rw [smul_mul_assoc, mul_smul_comm, e₁, smul_smul, smul_smul, k₂, one_smul]
```

Three-particle wave functions have type `n × n × n → K`, and `Module.End K` of this space is the algebra of linear operators, with composition as the product and the right-hand factor acting first. The product type is nested, so `x.1`, `x.2.1` and `x.2.2` are $x_1$, $x_2$ and $x_3$. The functions carry no symmetry condition and no inner product.

```lean
/-- Exchange of particles 1 and 2 on three-particle wave functions with labels in `n`. -/
def P12 (K n : Type*) [CommRing K] : Module.End K (n × n × n → K) where
  toFun ψ := fun x => ψ (x.2.1, x.1, x.2.2)
  map_add' _ _ := rfl
  map_smul' _ _ := rfl

/-- Exchange of particles 2 and 3 on three-particle wave functions with labels in `n`. -/
def P23 (K n : Type*) [CommRing K] : Module.End K (n × n × n → K) where
  toFun ψ := fun x => ψ (x.1, x.2.2, x.2.1)
  map_add' _ _ := rfl
  map_smul' _ _ := rfl

/-- Exchange of particles 1 and 3 on three-particle wave functions with labels in `n`. -/
def P13 (K n : Type*) [CommRing K] : Module.End K (n × n × n → K) where
  toFun ψ := fun x => ψ (x.2.2, x.2.1, x.1)
  map_add' _ _ := rfl
  map_smul' _ _ := rfl
```

The theorem `exchange_witness` provides an example in which the relations hold with noncommuting operators. `Nontrivial n` gives two different labels, so two spin states suffice, and `Nontrivial K` gives $1 \neq 0$. Both are used only for the last clause. The three relations close by `rfl`, because both sides evaluate to $\psi$ at the same permuted argument. For noncommutativity, `h'` applies the supposed equality to the test function above and evaluates at `(a, a, b)`, which yields $1 = 0$.

```lean
/-- The exchange operators `P₁₂, P₂₃` square to one and obey the braid relation, and with at
least two labels and nonzero scalars they do not commute. -/
theorem exchange_witness (K n : Type*) [CommRing K] [Nontrivial K] [Nontrivial n] :
    P12 K n * P12 K n = 1 ∧ P23 K n * P23 K n = 1
      ∧ P12 K n * P23 K n * P12 K n = P23 K n * P12 K n * P23 K n
      ∧ P12 K n * P23 K n ≠ P23 K n * P12 K n := by
  classical
  refine ⟨LinearMap.ext fun _ => rfl, LinearMap.ext fun _ => rfl,
    LinearMap.ext fun _ => rfl, fun h => ?_⟩
  obtain ⟨a, b, hab⟩ := exists_pair_ne n
  -- test on the state in which particle 1 carries the label a
  have h' : (if a = a then 1 else 0 : K) = (if b = a then 1 else 0 : K) :=
    congrFun (LinearMap.congr_fun h (fun x => if x.1 = a then 1 else 0)) (a, a, b)
  rw [if_pos rfl, if_neg hab.symm] at h'
  exact one_ne_zero h'
```

The last theorem assumes nothing about `n`, which may be infinite, a single label or empty. It establishes `h13`, the identity $P_{13} = P_{12}P_{23}P_{12}$, along with the three relations, applies `yang_baxter_vertex` to `P12 K n` and `P23 K n`, and rewrites the middle factor.

```lean
/-- For three particles with any set of labels, `Rᵢⱼ(u) = u + Pᵢⱼ` satisfies
`R₁₂(u) R₁₃(u+v) R₂₃(v) = R₂₃(v) R₁₃(u+v) R₁₂(u)`. -/
theorem yang_baxter_three_particles (K n : Type*) [CommRing K] (u v : K) :
    yangL (P12 K n) u * yangL (P13 K n) (u + v) * yangL (P23 K n) v
      = yangL (P23 K n) v * yangL (P13 K n) (u + v) * yangL (P12 K n) u := by
  have h13 : P13 K n = P12 K n * P23 K n * P12 K n := LinearMap.ext fun _ => rfl
  have h₁ : P12 K n * P12 K n = 1 := LinearMap.ext fun _ => rfl
  have h₂ : P23 K n * P23 K n = 1 := LinearMap.ext fun _ => rfl
  have hbr : P12 K n * P23 K n * P12 K n = P23 K n * P12 K n * P23 K n :=
    LinearMap.ext fun _ => rfl
  have key := yang_baxter_vertex (K := K) (s₁ := P12 K n) (s₂ := P23 K n) h₁ h₂ hbr u v
  rw [← h13] at key
  exact key

end

end YangRationalRMatrix
```

```lean
#print axioms YangRationalRMatrix.yang_baxter
#print axioms YangRationalRMatrix.yang_baxter_vertex
#print axioms YangRationalRMatrix.yangS_unitary
#print axioms YangRationalRMatrix.yang_baxter_three_particles
```

```
'YangRationalRMatrix.yang_baxter' depends on axioms: [propext, Quot.sound]
'YangRationalRMatrix.yang_baxter_vertex' depends on axioms: [propext, Quot.sound]
'YangRationalRMatrix.yangS_unitary' depends on axioms: [propext, Classical.choice, Quot.sound]
'YangRationalRMatrix.yang_baxter_three_particles' depends on axioms: [propext, Quot.sound]
```

## Scope and an alternative model

The theorems are algebraic statements. No Hamiltonian appears, so the relation of $S(\theta)$ to two-body scattering, stated above for the delta-function interaction, is not derived here. Self-adjointness of `s` is a hypothesis of `yangS_unitary`, and the theorem is not applied to $P_{12}$ or $P_{23}$, whose function space was given no adjoint.

The spectral parameters could have been modelled as indeterminates, with both sides read as polynomials in $u$ and $v$ with coefficients in $A$. The converse would then follow by comparing the coefficients of $uv$ and $u^2 v$, with no condition on 2. With parameters ranging over elements of $K$ some condition is needed: over the field with two elements $uv(u+v)$ is zero for every choice of $u$ and $v$, so the cubic bracket is never tested. The comparison of the two models, like the extra term from misplacing $u$ and $v$, rests on the algebra shown here and has no Lean proof above.
